# The dipolar energy of a microvortex state does not depend on its angle when the neighbours are square-symmetric

On the square lattice, the microvortex states are the family in which the moment at site $(x,y)$ is $((-1)^y\cos t,\ (-1)^x\sin t)$. Take the dipolar energy of one site with a finite set of neighbours that is closed under reversal of $x$ and under exchange of $x$ and $y$. This energy is the same for every angle $t$ and every site, so it selects no angle within the family.

For a simulation of classical dipoles with a finite, square-symmetric cutoff, this gives a check: the energy of a site with all its neighbours present must stay flat along this one-parameter family. In a periodic box, both sides must hold an even number of sites, so that the alternating signs match across the boundary. With the minimum-image convention, a circular cutoff with a radius below half the shorter side keeps the set of neighbours square-symmetric.

## Moments, fields and neighbour sums

```lean
import Mathlib

open Finset

namespace MicrovortexDipolar

noncomputable section
```

Write $\sigma(n)=(-1)^n$ for an integer $n$, which may be negative.

```lean
/-- The staggered sign `(-1)^n` of a lattice row or column. -/
def stagger (n : ℤ) : ℝ := (-1) ^ n
```

A site is $p=(p_1,p_2)\in\mathbb Z^2$, with lattice spacing one. Its moment is the planar unit vector $m_t(p)=(\sigma(p_2)\cos t,\ \sigma(p_1)\sin t)$. In Lean, `p.1` and `p.2` are the two coordinates.

```lean
/-- The microvortex state with angle `t`: the moment at site `(x, y)` is
`((-1)^y cos t, (-1)^x sin t)`. -/
def moment (t : ℝ) (p : ℤ × ℤ) : ℝ × ℝ :=
  (stagger p.2 * Real.cos t, stagger p.1 * Real.sin t)
```

A displacement is $r=(r_1,r_2)$, with length $|r|=\sqrt{r_1^2+r_2^2}$.

```lean
/-- The Euclidean length of a lattice displacement. -/
def len (r : ℤ × ℤ) : ℝ := √((r.1 : ℝ) ^ 2 + (r.2 : ℝ) ^ 2)
```

Energies are in units of $\mu_0\mu^2/(4\pi a^3)$, for magnetic moments of size $\mu$ and lattice spacing $a$. This sets the dipolar prefactor to one, and moments $u$ and $v$ separated by $r$ have energy

$$E(u,v,r)=\frac{u\cdot v}{|r|^3}-\frac{3(u\cdot r)(v\cdot r)}{|r|^5}.$$

```lean
/-- The dipolar energy of moments `u` and `v` separated by a displacement `r ≠ 0`,
in units where the dipolar prefactor is one. -/
def pairEnergy (u v : ℝ × ℝ) (r : ℤ × ℤ) : ℝ :=
  (u.1 * v.1 + u.2 * v.2) / len r ^ 3
    - 3 * (u.1 * r.1 + u.2 * r.2) * (v.1 * r.1 + v.2 * r.2) / len r ^ 5
```

The field of the dipole $v$ at displacement $r$ is

$$B(v,r)=\frac{3(v\cdot r)\,r}{|r|^5}-\frac{v}{|r|^3}.$$

Two components suffice, because moments and displacements lie in one plane. The field is the same at $r$ and $-r$, so $r$ may point from the dipole to the site or from the site to the dipole.

```lean
/-- The in-plane field of a dipole `v` at a displacement `r ≠ 0` from it, in units where the dipolar
prefactor is one. -/
def dipoleField (v : ℝ × ℝ) (r : ℤ × ℤ) : ℝ × ℝ :=
  (3 * (v.1 * r.1 + v.2 * r.2) * r.1 / len r ^ 5 - v.1 / len r ^ 3,
   3 * (v.1 * r.1 + v.2 * r.2) * r.2 / len r ^ 5 - v.2 / len r ^ 3)
```

Let $R$ be a finite set of displacements and $R'=R\setminus\{0\}$, written `R.erase 0`. Removing the origin excludes self-interaction, so $R$ may or may not contain it. The energy $E_R(t,p)$ sums all pairs that include site $p$. In a total energy, each pair would be counted only once.

```lean
/-- The dipolar energy of site `p` with its neighbours displaced by `R`, in the microvortex state
with angle `t`; the site itself is left out. -/
def siteEnergy (R : Finset (ℤ × ℤ)) (t : ℝ) (p : ℤ × ℤ) : ℝ :=
  ∑ r ∈ R.erase 0, pairEnergy (moment t p) (moment t (p + r)) r
```

The field $B_R(t,p)$ is summed over the same neighbours.

```lean
/-- The dipolar field at site `p` from its neighbours displaced by `R`, in the microvortex state
with angle `t`; the site itself is left out. -/
def localField (R : Finset (ℤ × ℤ)) (t : ℝ) (p : ℤ × ℤ) : ℝ × ℝ :=
  ∑ r ∈ R.erase 0, dipoleField (moment t (p + r)) r
```

One number built from $R$ alone will be useful:

$$K(R)=\sum_{r\in R'}\sigma(r_2)\left(\frac1{|r|^3}-\frac{3r_1^2}{|r|^5}\right).$$

```lean
/-- The staggered lattice sum of `(-1)^y (1/r^3 - 3 x^2/r^5)` over the nonzero
displacements `r = (x, y)` in `R`. -/
def latticeSum (R : Finset (ℤ × ℤ)) : ℝ :=
  ∑ r ∈ R.erase 0, stagger r.2 * (1 / len r ^ 3 - 3 * (r.1 : ℝ) ^ 2 / len r ^ 5)
```

The symmetry hypothesis has two fields, `flip` for $(r_1,r_2)\mapsto(-r_1,r_2)$ and `swap` for $(r_1,r_2)\mapsto(r_2,r_1)$. Together they also give reversal of $r_2$. Physically, they say that the cutoff respects the symmetry of the square lattice.

```lean
/-- Square symmetry of a set of displacements: it is closed under reversal of `x` and
under exchange of `x` and `y`. -/
structure SquareSymmetric (R : Finset (ℤ × ℤ)) : Prop where
  flip : ∀ r ∈ R, (-r.1, r.2) ∈ R
  swap : ∀ r ∈ R, (r.2, r.1) ∈ R
```

The smallest nonempty shell of neighbours serves as an example.

```lean
/-- The four nearest neighbours on the square lattice. -/
def nearestNeighbours : Finset (ℤ × ℤ) := {(1, 0), (-1, 0), (0, 1), (0, -1)}
```

The model has rigid classical point dipoles, with no exchange coupling, anisotropy or thermal fluctuations. Since $R$ is finite, the infinite plane would need a separate limit argument.

## (a) Signs of added displacements

Show that for all integers $m,n$

$$\sigma(m+n)=\sigma(m)\,\sigma(n).$$

This is the law of exponents $(-1)^{m+n}=(-1)^m(-1)^n$, valid for negative exponents because $-1\neq0$. It separates the site from the displacement in $m_t(p+r)$.

```lean
/-- Staggered signs multiply when displacements add. -/
theorem stagger_add (m n : ℤ) : stagger (m + n) = stagger m * stagger n :=
  zpow_add₀ (by norm_num) m n
```

## (b) Signs of opposite displacements

Show that

$$\sigma(-n)=\sigma(n).$$

Since $-1$ is its own inverse, $(-1)^{-n}=((-1)^{-1})^n=(-1)^n$. The rewriting steps follow this chain.

```lean
/-- The staggered sign is the same for opposite displacements. -/
theorem stagger_neg (n : ℤ) : stagger (-n) = stagger n := by
  unfold stagger
  rw [zpow_neg, ← inv_zpow, inv_neg, inv_one]
```

## (c) Relabelling the neighbours

Let $g:\mathbb Z^2\to\mathbb Z^2$ satisfy $g(g(r))=r$ and $g(0)=0$, and let it map $R$ into itself. Show that for every real function $f$

$$\sum_{r\in R'}f(g(r))=\sum_{r\in R'}f(r).$$

If $g(r)=0$, then $r=g(g(r))=g(0)=0$. Hence $g$ maps $R'$ into $R'$, which is `hS` in the proof. Being its own inverse, it permutes $R'$, and the two sums contain the same terms. `Finset.sum_nbij'` receives $g$ as both the map and its inverse.

```lean
/-- A sum over neighbours is unchanged when the displacements are relabelled by an
involution that fixes the origin and maps the set of displacements into itself. -/
theorem sum_relabel {R : Finset (ℤ × ℤ)} (g : ℤ × ℤ → ℤ × ℤ) (hg : ∀ r, g (g r) = r)
    (h0 : g 0 = 0) (hR : ∀ r ∈ R, g r ∈ R) (f : ℤ × ℤ → ℝ) :
    ∑ r ∈ R.erase 0, f (g r) = ∑ r ∈ R.erase 0, f r := by
  have hS : ∀ r ∈ R.erase 0, g r ∈ R.erase 0 := by
    intro r hr
    rw [Finset.mem_erase] at hr ⊢
    refine ⟨fun h => hr.1 ?_, hR r hr.2⟩
    calc r = g (g r) := (hg r).symm
      _ = 0 := by rw [h, h0]
  exact Finset.sum_nbij' g g hS hS (fun r _ => hg r) (fun r _ => hg r) (fun _ _ => rfl)
```

## (d) The mixed terms

Let $R$ be square-symmetric and let the weight $w$ satisfy $w(-r_1,r_2)=w(r_1,r_2)$. Show that

$$\sum_{r\in R'}w(r)\,\frac{r_1r_2}{|r|^5}=0.$$

Call the sum $T$ and relabel it by $(r_1,r_2)\mapsto(-r_1,r_2)$. By (c), its value is unchanged. The weight and the length are also unchanged, but $r_1r_2$ changes sign, so every term is reversed. Thus $T=-T$ and $T=0$. In Lean, `key` is the relabelling, `hodd` the change of sign, and `linarith` draws the conclusion.

```lean
/-- For a square-symmetric set, the mixed `xy` part of the dipolar sum cancels for every
weight that is even in `x`. -/
theorem mixed_sum_eq_zero {R : Finset (ℤ × ℤ)} (h : SquareSymmetric R) (w : ℤ × ℤ → ℝ)
    (hw : ∀ r, w (-r.1, r.2) = w r) :
    ∑ r ∈ R.erase 0, w r * ((r.1 : ℝ) * r.2 / len r ^ 5) = 0 := by
  have key := sum_relabel (fun r => (-r.1, r.2)) (fun r => by simp) (by simp) h.flip
    (fun r => w r * ((r.1 : ℝ) * r.2 / len r ^ 5))
  have hlen : ∀ r : ℤ × ℤ, len (-r.1, r.2) = len r := fun r => by simp [len]
  -- reversal of x changes the sign of every term
  have hodd : ∑ r ∈ R.erase 0, w (-r.1, r.2) *
      (((-r.1 : ℤ) : ℝ) * r.2 / len (-r.1, r.2) ^ 5)
      = -∑ r ∈ R.erase 0, w r * ((r.1 : ℝ) * r.2 / len r ^ 5) := by
    rw [← Finset.sum_neg_distrib]
    refine Finset.sum_congr rfl fun r _ => ?_
    rw [hw, hlen, Int.cast_neg]
    ring
  have key' := hodd.symm.trans key
  linarith
```

## (e) The field at a site

For square-symmetric $R$, show that at every angle and site

$$B_R(t,p)=-K(R)\,m_t(p).$$

Insert $m_t(p+r)$ into the field and split the signs by (a). The first component is

$$-\sigma(p_2)\cos t\sum_{r\in R'}\sigma(r_2)\left(\frac1{|r|^3}-\frac{3r_1^2}{|r|^5}\right)+3\sigma(p_1)\sin t\sum_{r\in R'}\sigma(r_1)\frac{r_1r_2}{|r|^5}.$$

The first sum is $K(R)$. The second vanishes by (d), because $\sigma(r_1)$ is even by (b). The second component is

$$-\sigma(p_1)\sin t\sum_{r\in R'}\sigma(r_1)\left(\frac1{|r|^3}-\frac{3r_2^2}{|r|^5}\right)+3\sigma(p_2)\cos t\sum_{r\in R'}\sigma(r_2)\frac{r_1r_2}{|r|^5}.$$

Again the mixed sum vanishes, and exchanging $r_1$ and $r_2$ turns the first sum into $K(R)$. This proves the equation. The field is collinear with the moment, so it exerts no torque.

In the proof, `hx` and `hy` are the two vanishing sums and `hK` is the exchange step. `Prod.ext` separates the components, and each `calc` block performs the splitting shown above.

```lean
/-- With square-symmetric neighbours, the dipolar field at every site of the microvortex
state is the local moment times minus the staggered lattice sum, for every angle. -/
theorem localField_eq {R : Finset (ℤ × ℤ)} (h : SquareSymmetric R) (t : ℝ) (p : ℤ × ℤ) :
    localField R t p = (-latticeSum R) • moment t p := by
  have hx := mixed_sum_eq_zero h (fun r => stagger r.1) (fun r => stagger_neg r.1)
  have hy := mixed_sum_eq_zero h (fun r => stagger r.2) (fun _ => rfl)
  -- exchange of x and y identifies the two diagonal sums
  have hK : ∑ r ∈ R.erase 0, stagger r.1 * (1 / len r ^ 3 - 3 * (r.2 : ℝ) ^ 2 / len r ^ 5)
      = latticeSum R := by
    have hlen : ∀ r : ℤ × ℤ, len (r.2, r.1) = len r := fun r => by simp [len, add_comm]
    have key := sum_relabel (fun r => (r.2, r.1)) (fun _ => rfl) rfl h.swap
      (fun r => stagger r.2 * (1 / len r ^ 3 - 3 * (r.1 : ℝ) ^ 2 / len r ^ 5))
    simp only [hlen] at key
    exact key
  apply Prod.ext
  · rw [localField, Prod.fst_sum]
    calc _ = ∑ r ∈ R.erase 0, (-(stagger p.2 * Real.cos t) *
            (stagger r.2 * (1 / len r ^ 3 - 3 * (r.1 : ℝ) ^ 2 / len r ^ 5))
            + 3 * stagger p.1 * Real.sin t *
            (stagger r.1 * ((r.1 : ℝ) * r.2 / len r ^ 5))) := by
          refine Finset.sum_congr rfl fun r _ => ?_
          simp only [dipoleField, moment, Prod.fst_add, Prod.snd_add, stagger_add]
          ring
      _ = _ := by
          rw [Finset.sum_add_distrib, ← Finset.mul_sum, ← Finset.mul_sum, hx]
          simp only [latticeSum, moment, Prod.smul_fst, smul_eq_mul]
          ring
  · rw [localField, Prod.snd_sum]
    calc _ = ∑ r ∈ R.erase 0, (-(stagger p.1 * Real.sin t) *
            (stagger r.1 * (1 / len r ^ 3 - 3 * (r.2 : ℝ) ^ 2 / len r ^ 5))
            + 3 * stagger p.2 * Real.cos t *
            (stagger r.2 * ((r.1 : ℝ) * r.2 / len r ^ 5))) := by
          refine Finset.sum_congr rfl fun r _ => ?_
          simp only [dipoleField, moment, Prod.fst_add, Prod.snd_add, stagger_add]
          ring
      _ = _ := by
          rw [Finset.sum_add_distrib, ← Finset.mul_sum, ← Finset.mul_sum, hy, hK]
          simp only [moment, Prod.smul_snd, smul_eq_mul]
          ring
```

## (f) The energy of a site

For square-symmetric $R$, show that

$$E_R(t,p)=K(R).$$

Comparing the two dipole formulas gives $E(u,v,r)=-u\cdot B(v,r)$. Summing over $R'$ and using (e),

$$E_R(t,p)=-m_t(p)\cdot B_R(t,p)=K(R)\,|m_t(p)|^2.$$

Since $\sigma(n)^2=1$, the moment has squared length $\cos^2t+\sin^2t=1$. Here `e` is the energy–field relation and `hsq` the squared sign; `linear_combination` combines them with the trigonometric identity.

```lean
/-- With square-symmetric neighbours, the dipolar energy of a site in the microvortex state
equals the staggered lattice sum. -/
theorem siteEnergy_eq {R : Finset (ℤ × ℤ)} (h : SquareSymmetric R) (t : ℝ) (p : ℤ × ℤ) :
    siteEnergy R t p = latticeSum R := by
  -- the energy is minus the moment times the local field
  have e : siteEnergy R t p = -((moment t p).1 * (localField R t p).1
      + (moment t p).2 * (localField R t p).2) := by
    rw [siteEnergy, localField, Prod.fst_sum, Prod.snd_sum, Finset.mul_sum, Finset.mul_sum,
      ← Finset.sum_add_distrib, ← Finset.sum_neg_distrib]
    refine Finset.sum_congr rfl fun r _ => ?_
    simp only [pairEnergy, dipoleField]
    ring
  have hsq : ∀ n, stagger n * stagger n = 1 := fun n => by
    unfold stagger
    rw [← mul_zpow]
    norm_num
  rw [e, localField_eq h]
  simp only [moment, Prod.smul_fst, Prod.smul_snd, smul_eq_mul]
  linear_combination latticeSum R * Real.cos t ^ 2 * hsq p.2
    + latticeSum R * Real.sin t ^ 2 * hsq p.1 + latticeSum R * Real.sin_sq_add_cos_sq t
```

## (g) Comparing two angles and two sites

For square-symmetric $R$, any angles $t,t'$ and any sites $p,p'$, show that

$$E_R(t,p)=E_R(t',p').$$

By (f), both sides equal $K(R)$, which contains neither an angle nor a site. The proof rewrites each side in this way.

```lean
/-- With square-symmetric neighbours, the dipolar energy of a site in the microvortex state is the
same for any two angles and any two sites. -/
theorem energy_independent_of_angle {R : Finset (ℤ × ℤ)} (h : SquareSymmetric R)
    (t t' : ℝ) (p p' : ℤ × ℤ) : siteEnergy R t p = siteEnergy R t' p' := by
  rw [siteEnergy_eq h, siteEnergy_eq h]
```

## (h) Four nearest neighbours

For $N=\{(1,0),(-1,0),(0,1),(0,-1)\}$, show that

$$E_N(t,p)=-6.$$

The set is square-symmetric, so (f) applies. Each horizontal neighbour contributes $1-3=-2$ to $K(N)$, and each vertical one contributes $-1$. The total is $2(-2)+2(-1)=-6$.

The sign factor needs care in the exchange step of (e): it must be exchanged along with the coordinates. Replacing $r_1^2$ by $r_2^2$ while keeping $\sigma(r_2)$ would give $2(1)+2(2)=+6$, with the wrong sign.

Lean confirms the symmetry by `decide`, expands the four terms and evaluates them with `norm_num`.

```lean
/-- With its four nearest neighbours, every site of the microvortex state has dipolar
energy `-6`, for every angle. -/
theorem nearestNeighbour_energy (t : ℝ) (p : ℤ × ℤ) :
    siteEnergy nearestNeighbours t p = -6 := by
  have hsym : SquareSymmetric nearestNeighbours := ⟨by decide, by decide⟩
  have he : nearestNeighbours.erase 0 = {(1, 0), (-1, 0), (0, 1), (0, -1)} := by decide
  rw [siteEnergy_eq hsym, latticeSum, he, Finset.sum_insert (by decide),
    Finset.sum_insert (by decide), Finset.sum_pair (by decide)]
  norm_num [len, stagger]
```

## (i) Two horizontal neighbours

For $H=\{(1,0),(-1,0)\}$, show that at the origin

$$E_H(t,0)=-2-2\cos^2t.$$

The origin has moment $(\cos t,\sin t)$, and both neighbours have $(\cos t,-\sin t)$. Each pair contributes

$$\cos^2t-\sin^2t-3\cos^2t=-1-\cos^2t,$$

and there are two pairs. The set is closed under both coordinate reversals, so those reversals without exchange do not guarantee independence of the angle. The proof evaluates the lengths and signs, then uses $\sin^2t+\cos^2t=1$.

```lean
/-- With only its two horizontal neighbours, the site at the origin of the microvortex state with
angle `t` has dipolar energy `-2 - 2 cos² t`. -/
theorem horizontal_pair_energy (t : ℝ) :
    siteEnergy {(1, 0), (-1, 0)} t 0 = -2 - 2 * Real.cos t ^ 2 := by
  have he : ({(1, 0), (-1, 0)} : Finset (ℤ × ℤ)).erase 0 = {(1, 0), (-1, 0)} := by decide
  have h1 : len (1, 0) = 1 := by norm_num [len]
  have h2 : len (-1, 0) = 1 := by norm_num [len]
  have s0 : stagger 0 = 1 := by norm_num [stagger]
  have s1 : stagger 1 = -1 := by norm_num [stagger]
  rw [siteEnergy, he, Finset.sum_pair (by decide)]
  simp only [pairEnergy, moment, zero_add, Prod.fst_zero, Prod.snd_zero, stagger_neg, s0, s1,
    h1, h2, Int.cast_one, Int.cast_neg, Int.cast_zero]
  linear_combination (-2) * Real.sin_sq_add_cos_sq t
```

## (j) Two neighbours on one diagonal

For $D=\{(1,1),(-1,-1)\}$, show that at the origin

$$E_D(t,0)=\frac{1+6\sin t\cos t}{2\sqrt2}.$$

Both neighbours have moment $(-\cos t,-\sin t)$ and distance $\sqrt2$. Each pair contributes

$$-\frac1{2\sqrt2}+\frac{3(\cos t+\sin t)^2}{4\sqrt2}=\frac{1+6\sin t\cos t}{4\sqrt2},$$

and doubling gives the result. This set is closed under exchange and under $r\mapsto-r$, so these two symmetries together do not guarantee independence of the angle either.

At $t=\pi/4$ the energy is $4/(2\sqrt2)\approx1.414$. The same calculation for the other diagonal pair, $(1,-1)$ and $(-1,1)$, gives $(1-3)/(2\sqrt2)\approx-0.707$. Together they give $0.707$. At $t=0$ each pair gives $1/(2\sqrt2)\approx0.354$, and the total is again $0.707$, as (g) requires for the square-symmetric set of all four.

In Lean, `q3` and `q5` supply the powers of $\sqrt2$, and the last step is again the trigonometric identity.

```lean
/-- With only its two neighbours `(1, 1)` and `(-1, -1)` along one diagonal, the site at the origin
of the microvortex state with angle `t` has dipolar energy `(1 + 6 sin t cos t) / (2√2)`. -/
theorem diagonal_pair_energy (t : ℝ) :
    siteEnergy {(1, 1), (-1, -1)} t 0
      = (1 + 6 * Real.sin t * Real.cos t) / (2 * √2) := by
  have he : ({(1, 1), (-1, -1)} : Finset (ℤ × ℤ)).erase 0 = {(1, 1), (-1, -1)} := by decide
  have h1 : len (1, 1) = √2 := by norm_num [len]
  have h2 : len (-1, -1) = √2 := by norm_num [len]
  have s0 : stagger 0 = 1 := by norm_num [stagger]
  have s1 : stagger 1 = -1 := by norm_num [stagger]
  have hq : √(2 : ℝ) ^ 2 = 2 := Real.sq_sqrt (by norm_num)
  have q3 : √(2 : ℝ) ^ 3 = 2 * √2 := by linear_combination √(2 : ℝ) * hq
  have q5 : √(2 : ℝ) ^ 5 = 4 * √2 := by
    linear_combination (√(2 : ℝ) ^ 3 + 2 * √2) * hq
  rw [siteEnergy, he, Finset.sum_pair (by decide)]
  simp only [pairEnergy, moment, zero_add, Prod.fst_zero, Prod.snd_zero, stagger_neg, s0, s1,
    h1, h2, q3, q5, Int.cast_one, Int.cast_neg]
  linear_combination ((√(2 : ℝ))⁻¹ / 2) * Real.sin_sq_add_cos_sq t

end

end MicrovortexDipolar
```

```lean
#print axioms MicrovortexDipolar.energy_independent_of_angle
#print axioms MicrovortexDipolar.nearestNeighbour_energy
#print axioms MicrovortexDipolar.horizontal_pair_energy
#print axioms MicrovortexDipolar.diagonal_pair_energy
```

```
'MicrovortexDipolar.energy_independent_of_angle' depends on axioms: [propext, Classical.choice, Quot.sound]
'MicrovortexDipolar.nearestNeighbour_energy' depends on axioms: [propext, Classical.choice, Quot.sound]
'MicrovortexDipolar.horizontal_pair_energy' depends on axioms: [propext, Classical.choice, Quot.sound]
'MicrovortexDipolar.diagonal_pair_energy' depends on axioms: [propext, Classical.choice, Quot.sound]
```
